# For gyration at one frequency, a trapezoidal step is the exact motion over a shorter time

Let a planar velocity rotate at angular rate $w>0$. With $u=v_0+iv_1$ the equation of motion is $u'=iwu$, and a trapezoidal step of length $h$ multiplies $u$ by

$$\frac{1+iwh/2}{1-iwh/2}=e^{i\theta},\qquad \theta=2\arctan(wh/2).$$

Numerator and denominator have equal moduli and opposite arguments, so the step is a pure rotation. For $h>0$ its angle is less than $wh$: the speed is right and the phase lags.

For $w=2$, $h=1$ the step turns by $\pi/2$ instead of $2$ radians. That is the exact motion over the time $\tau=\theta/w=\pi/4\approx0.785$, between the bounds $1-4/12\approx0.667$ and $1$ derived below.

A step is likewise the exact motion over the time $\tau$ for $v'=Kv$ with a real square matrix $K$ of any finite size, provided that $K^3=-w^2K$. For cyclotron motion in a constant magnetic field with constant effective masses, the velocity computed by the scheme therefore errs only in timing, apart from rounding. Positions are not treated here.

## A single frequency: $K^3=-w^2K$

Physically, for $w\neq0$, the velocity is the sum of a part that gyrates at the rate $w$ and a part that stays constant, like the motion along a magnetic field; either part may be zero. $K$ need not be antisymmetric.

```lean
import Mathlib

open Matrix

namespace CyclotronPhaseLag

noncomputable section

variable {n : Type*} [Fintype n] [DecidableEq n]
```

All matrices needed are quadratic polynomials in $K$, written `quad K a b` for $1+aK+bK^2$.

```lean
/-- The quadratic polynomial `1 + a K + b K²` in a generator `K`. -/
def quad (K : Matrix n n ℝ) (a b : ℝ) : Matrix n n ℝ :=
  1 + a • K + b • (K * K)
```

The candidate for the exact motion is

$$G(t)=1+\frac{\sin wt}{w}K+\frac{1-\cos wt}{w^2}K^2 .$$

```lean
/-- The gyration matrix `1 + (sin wt / w) K + ((1 - cos wt) / w²) K²` at time `t`,
for a frequency `w ≠ 0`. -/
def gyration (K : Matrix n n ℝ) (w t : ℝ) : Matrix n n ℝ :=
  quad K (Real.sin (w * t) / w) ((1 - Real.cos (w * t)) / w ^ 2)
```

The numerical step is $(1-hK/2)^{-1}(1+hK/2)$, and `delayedTime` is $\tau=2\arctan(wh/2)/w$.

```lean
/-- One trapezoidal step of length `h` for `v' = K v`, where `1 - hK/2` is invertible. -/
def trapStep (K : Matrix n n ℝ) (h : ℝ) : Matrix n n ℝ :=
  (1 - (h / 2) • K)⁻¹ * (1 + (h / 2) • K)

/-- The delayed time `2 arctan(wh/2) / w`, for a frequency `w ≠ 0`. -/
def delayedTime (w h : ℝ) : ℝ := 2 * Real.arctan (w * h / 2) / w
```

By hand, the hypothesis enters when two quadratics are multiplied. The product contains $(ad+bc)K^3+bd\,K^4$, and $K^3=-w^2K$, $K^4=-w^2K^2$ fold these terms back:

$$(1+aK+bK^2)(1+cK+dK^2)=1+\big(a+c-w^2(ad+bc)\big)K+\big(b+d+ac-w^2bd\big)K^2 .$$

In the proof, `h3` and `h4` are the two reductions, and `module` collects coefficients.

```lean
/-- If `K³ = -w² K`, the product of two quadratic polynomials in `K` is again quadratic,
with the coefficients shown. -/
theorem quad_mul {K : Matrix n n ℝ} {w : ℝ} (hK : K * K * K = (-(w ^ 2)) • K)
    (a b c d : ℝ) :
    quad K a b * quad K c d =
      quad K (a + c - w ^ 2 * (a * d + b * c)) (b + d + a * c - w ^ 2 * (b * d)) := by
  have h3 : K * (K * K) = (-(w ^ 2)) • K := by rw [← mul_assoc, hK]
  have h4 : K * K * (K * K) = (-(w ^ 2)) • (K * K) := by
    rw [← mul_assoc, hK, smul_mul_assoc]
  simp only [quad, mul_add, add_mul, one_mul, mul_one, smul_mul_assoc, mul_smul_comm,
    h3, h4, hK]
  module
```

Antisymmetry alone would not give a common delay. Take two independent planar rotations at rates $1$ and $2$, with $h=2$. The step turns them by $\pi/2$ and $2\arctan2\approx2.21$. Exact motion that turns the first by $\pi/2$, up to full turns, turns the second by $\pi$, up to full turns, so no single time fits both.

## A nonzero frequency: $w\neq0$

This says that there is a gyration period; the coefficients of $G$ divide by $w$. Differentiating $G$, and separately multiplying it by $K$, gives the same matrix:

$$G'(t)=\cos(wt)\,K+\frac{\sin wt}{w}K^2=K\,G(t),$$

because the $K^3$ term of $KG$ contributes $(\cos wt-1)K$. Also $G(0)=1$. The theorem states this for $G(t)v$ with every initial velocity $v$; `e` is the computation of $KG$, while `hs` and `hc` differentiate the coefficients.

```lean
/-- If `K³ = -w² K` with `w ≠ 0`, the gyration matrix is the identity at time zero and
carries every initial velocity along a solution of `v' = K v`. -/
theorem gyration_solves {K : Matrix n n ℝ} {w : ℝ} (hw : w ≠ 0)
    (hK : K * K * K = (-(w ^ 2)) • K) :
    gyration K w 0 = 1 ∧ ∀ (v : n → ℝ) (t : ℝ),
      HasDerivAt (fun s => gyration K w s *ᵥ v) (K *ᵥ (gyration K w t *ᵥ v)) t := by
  refine ⟨by simp [gyration, quad], fun v t => ?_⟩
  have h3 : K * (K * K) = (-(w ^ 2)) • K := by rw [← mul_assoc, hK]
  -- the cubic relation folds `K³` back into `K`
  have e : K * gyration K w t =
      Real.cos (w * t) • K + (Real.sin (w * t) / w) • (K * K) := by
    have hc : (1 - Real.cos (w * t)) / w ^ 2 * (-(w ^ 2)) = Real.cos (w * t) - 1 := by
      rw [mul_neg, div_mul_cancel₀ _ (pow_ne_zero 2 hw)]
      ring
    simp only [gyration, quad, mul_add, mul_one, mul_smul_comm, h3, smul_smul]
    rw [hc]
    module
  have h0 : HasDerivAt (fun s : ℝ => w * s) w t := by
    simpa using (hasDerivAt_id' t).const_mul w
  have hs : HasDerivAt (fun s => Real.sin (w * s) / w) (Real.cos (w * t)) t :=
    (h0.sin.div_const w).congr_deriv (by field_simp)
  have hc : HasDerivAt (fun s => (1 - Real.cos (w * s)) / w ^ 2)
      (Real.sin (w * t) / w) t :=
    ((h0.cos.const_sub 1).div_const (w ^ 2)).congr_deriv (by field_simp)
  rw [Matrix.mulVec_mulVec, e]
  simp only [gyration, quad, Matrix.add_mulVec, Matrix.smul_mulVec, Matrix.one_mulVec]
  exact ((hs.smul_const (K *ᵥ v)).const_add v).fun_add (hc.smul_const ((K * K) *ᵥ v))
```

Uniqueness for linear differential equations, a standard fact, makes this solution the motion.

For composition, put the coefficients of $G(s)$ and $G(t)$ into the product rule. The $K$ coefficient becomes

$$\frac{\sin ws\cos wt+\cos ws\sin wt}{w}=\frac{\sin w(s+t)}{w},$$

and the $K^2$ coefficient becomes

$$\frac{1-\cos ws\cos wt+\sin ws\sin wt}{w^2}=\frac{1-\cos w(s+t)}{w^2}.$$

```lean
/-- If `K³ = -w² K` with `w ≠ 0`, gyrations over times `s` and `t` compose to the gyration
over `s + t`. -/
theorem gyration_add {K : Matrix n n ℝ} {w : ℝ} (hw : w ≠ 0)
    (hK : K * K * K = (-(w ^ 2)) • K) (s t : ℝ) :
    gyration K w s * gyration K w t = gyration K w (s + t) := by
  unfold gyration
  rw [quad_mul hK, show w * (s + t) = w * s + w * t from mul_add _ _ _,
    Real.sin_add, Real.cos_add]
  congr 1 <;> field_simp <;> ring
```

At $w=0$, Lean's division by zero turns `gyration` into the identity. This fails to solve $v'=Kv$ for $K=\begin{pmatrix}0&1\\0&0\end{pmatrix}$, although $K^3=0$.

The next theorems take $w>0$. Since only $w^2$ enters the cubic relation, the sign is a convention. Set $r=\cos^2(\theta/2)$, so that $r(1+w^2h^2/4)=1$. The half-angle formulas give $\sin\theta=whr$ and $1-\cos\theta=w^2h^2r/2$, hence

$$G(\tau)=1+hrK+\tfrac{h^2r}{2}K^2 .$$

The product rule then yields

$$\Big(1-\tfrac h2K\Big)\Big(1+\tfrac{hr}{2}K+\tfrac{h^2r}{4}K^2\Big)=1,\qquad \Big(1-\tfrac h2K\Big)G(\tau)=1+\tfrac h2K .$$

In both products the $K^2$ terms cancel and the $K$ terms follow from the relation for $r$. The first identity proves invertibility (`hinv`); the second (`hstep`) identifies the step after multiplication by the inverse. In Lean, `congr 1` compares coefficients and `linear_combination` inserts `hr`.

```lean
/-- If `K³ = -w² K` with `w > 0`, then `1 - hK/2` is invertible and one trapezoidal step of
length `h` is the gyration over the delayed time `2 arctan(wh/2) / w`. -/
theorem trapStep_eq_gyration {K : Matrix n n ℝ} {w : ℝ} (hw : 0 < w)
    (hK : K * K * K = (-(w ^ 2)) • K) (h : ℝ) :
    IsUnit (1 - (h / 2) • K) ∧ trapStep K h = gyration K w (delayedTime w h) := by
  -- half-angle formulas, with `r = cos² (arctan (wh/2))`
  obtain ⟨r, hr, hs, hc⟩ : ∃ r : ℝ, r * (1 + (w * h / 2) ^ 2) = 1 ∧
      Real.sin (2 * Real.arctan (w * h / 2)) = w * h * r ∧
      Real.cos (2 * Real.arctan (w * h / 2)) = 2 * r - 1 := by
    refine ⟨Real.cos (Real.arctan (w * h / 2)) ^ 2, ?_, ?_, Real.cos_two_mul _⟩
    · rw [Real.cos_sq_arctan]
      exact one_div_mul_cancel (by positivity)
    · have hsin : Real.sin (Real.arctan (w * h / 2)) =
          w * h / 2 * Real.cos (Real.arctan (w * h / 2)) := by
        rw [Real.sin_arctan, Real.cos_arctan]
        ring
      rw [Real.sin_two_mul, hsin]
      ring
  have hA : 1 - (h / 2) • K = quad K (-(h / 2)) 0 := by
    simp [quad, sub_eq_add_neg]
  have hB : 1 + (h / 2) • K = quad K (h / 2) 0 := by simp [quad]
  -- an explicit inverse
  have hinv : (1 - (h / 2) • K) * quad K (h / 2 * r) ((h / 2) ^ 2 * r) = 1 := by
    have h1 : quad K 0 0 = 1 := by simp [quad]
    rw [hA, quad_mul hK, ← h1]
    congr 1
    · linear_combination (h / 2) * hr
    · ring
  have hU : IsUnit (1 - (h / 2) • K) := ⟨⟨_, _, hinv, mul_eq_one_comm.1 hinv⟩, rfl⟩
  have ht : w * delayedTime w h = 2 * Real.arctan (w * h / 2) := by
    unfold delayedTime
    field_simp
  have hg : gyration K w (delayedTime w h) = quad K (h * r) (h ^ 2 / 2 * r) := by
    rw [gyration, ht, hs, hc]
    congr 1
    · rw [div_eq_iff hw.ne']
      ring
    · rw [div_eq_iff (by positivity)]
      linear_combination (-2) * hr
  -- the gyration solves the implicit equation of the step
  have hstep : (1 - (h / 2) • K) * gyration K w (delayedTime w h) = 1 + (h / 2) • K := by
    rw [hA, hB, hg, quad_mul hK]
    congr 1
    · linear_combination h * hr
    · ring
  refine ⟨hU, ?_⟩
  rw [trapStep, ← hstep, ← mul_assoc,
    Matrix.nonsing_inv_mul _ ((Matrix.isUnit_iff_isUnit_det _).1 hU), one_mul]
```

Induction on $m$, with the composition law, turns $m$ steps into $G(m\tau)$. The delay accumulates linearly.

```lean
/-- If `K³ = -w² K` with `w > 0`, then `m` trapezoidal steps of length `h` are the gyration
over `m` times the delayed time. -/
theorem trapStep_pow {K : Matrix n n ℝ} {w : ℝ} (hw : 0 < w)
    (hK : K * K * K = (-(w ^ 2)) • K) (h : ℝ) (m : ℕ) :
    trapStep K h ^ m = gyration K w (m * delayedTime w h) := by
  induction m with
  | zero => simp [gyration, quad]
  | succ m ih =>
    rw [pow_succ, ih, (trapStep_eq_gyration hw hK h).2, gyration_add hw.ne' hK]
    congr 1
    push_cast
    ring
```

## A forward step: $h>0$

The identities above hold for every real $h$; only the strict bounds need a forward step. Let $y=wh/2>0$ and $f(y)=\arctan y-y+y^3/3$. Then $f(0)=0$ and

$$f'(y)=\frac1{1+y^2}-1+y^2=\frac{y^4}{1+y^2}>0,$$

so $y-y^3/3<\arctan y$. Also $\arctan y<y$, from $x<\tan x$ at $x=\arctan y$. Multiplying by $2/w$ gives

$$h-\frac{w^2h^3}{12}<\tau<h .$$

The proof obtains the lower bound from `hmono` and the upper one from `Real.lt_tan`.

```lean
/-- For `w, h > 0` the delayed time is shorter than the step `h`, by less than
`w² h³ / 12`. -/
theorem delayedTime_bounds {w h : ℝ} (hw : 0 < w) (hh : 0 < h) :
    h - w ^ 2 * h ^ 3 / 12 < delayedTime w h ∧ delayedTime w h < h := by
  have hy : 0 < w * h / 2 := by positivity
  -- `arctan y - y + y³/3` has derivative `y⁴/(1 + y²)`
  have hmono : StrictMonoOn (fun y : ℝ => Real.arctan y - y + y ^ 3 / 3) (Set.Ici 0) := by
    apply strictMonoOn_of_deriv_pos (convex_Ici 0)
    · exact ((Real.continuous_arctan.sub continuous_id).add
        ((continuous_id.pow 3).div_const 3)).continuousOn
    · intro y hy
      rw [interior_Ici] at hy
      have hy0 : 0 < y := hy
      have hd : HasDerivAt (fun y : ℝ => Real.arctan y - y + y ^ 3 / 3)
          (y ^ 4 / (1 + y ^ 2)) y := by
        refine (((Real.hasDerivAt_arctan y).fun_sub (hasDerivAt_id' y)).fun_add
          ((hasDerivAt_pow 3 y).div_const 3)).congr_deriv ?_
        have : 1 + y ^ 2 ≠ 0 := by positivity
        push_cast
        field_simp
        ring
      rw [hd.deriv]
      positivity
  have hlow : Real.arctan 0 - 0 + 0 ^ 3 / 3 <
      Real.arctan (w * h / 2) - w * h / 2 + (w * h / 2) ^ 3 / 3 :=
    hmono (Set.mem_Ici.2 le_rfl) (Set.mem_Ici.2 hy.le) hy
  rw [Real.arctan_zero] at hlow
  have hpos : 0 < Real.arctan (w * h / 2) := by
    have h1 := Real.arctan_strictMono hy
    rwa [Real.arctan_zero] at h1
  have hup := Real.lt_tan hpos (Real.arctan_lt_pi_div_two _)
  rw [Real.tan_arctan] at hup
  unfold delayedTime
  constructor
  · rw [lt_div_iff₀ hw]
    nlinarith [hlow]
  · rw [div_lt_iff₀ hw]
    linarith
```

At $h=0$ all three quantities vanish and the strict inequalities fail.

In the plane, $K^2=-w^2\,1$ reduces $G(\tau)$ to $\cos\theta\,1+(\sin\theta/w)K$, the rotation matrix of the opening example. Lean checks the cubic relation and the final matrix entry by entry.

```lean
/-- For planar rotation at rate `w > 0`, one trapezoidal step of length `h` is the rotation
by the angle `2 arctan(wh/2)`. -/
theorem trapStep_planar {w : ℝ} (hw : 0 < w) (h : ℝ) :
    trapStep !![0, -w; w, 0] h =
      !![Real.cos (2 * Real.arctan (w * h / 2)), -Real.sin (2 * Real.arctan (w * h / 2));
         Real.sin (2 * Real.arctan (w * h / 2)), Real.cos (2 * Real.arctan (w * h / 2))] := by
  have hK : !![0, -w; w, 0] * !![0, -w; w, 0] * !![0, -w; w, 0] =
      (-(w ^ 2)) • !![0, -w; w, 0] := by
    ext i j
    fin_cases i <;> fin_cases j <;> simp [Matrix.mul_apply, Fin.sum_univ_two, pow_two]
  have ht : w * delayedTime w h = 2 * Real.arctan (w * h / 2) := by
    unfold delayedTime
    field_simp
  rw [(trapStep_eq_gyration hw hK h).2, gyration, ht]
  generalize 2 * Real.arctan (w * h / 2) = θ
  have hw0 : w ≠ 0 := hw.ne'
  ext i j
  fin_cases i <;> fin_cases j <;>
    simp [quad, hw0] <;> field_simp <;> ring
```

## A real cyclotron frequency for the band electron

Near a band extremum with constant principal inverse masses $\mu_i$, a uniform magnetic field gives $v_i'=\mu_i(v\times b)_i$, where $b$ is charge times field. Electric fields, scattering and Berry curvature are left out.

```lean
/-- The generator of band-electron motion with principal inverse masses `μ` in the field `b`,
where `b` is the magnetic field times the charge. -/
def bandGenerator (μ b : Fin 3 → ℝ) : Matrix (Fin 3) (Fin 3) ℝ :=
  !![0, μ 0 * b 2, -(μ 0 * b 1);
     -(μ 1 * b 2), 0, μ 1 * b 0;
     μ 2 * b 1, -(μ 2 * b 0), 0]
```

This matrix has zero trace and determinant, and its principal $2\times2$ minors sum to

$$w^2=\mu_1\mu_2b_0^2+\mu_0\mu_2b_1^2+\mu_0\mu_1b_2^2 .$$

The Cayley–Hamilton theorem then gives $K^3=-w^2K$. The hypothesis `hw` is this formula for the cyclotron frequency; Lean substitutes it and verifies the matrix entries directly.

```lean
/-- The band generator sends `v` to the Lorentz acceleration `μᵢ (v × b)ᵢ`, and satisfies
`K³ = -w² K` when `w² = μ₁μ₂b₀² + μ₀μ₂b₁² + μ₀μ₁b₂²`. -/
theorem bandGenerator_witness (μ b : Fin 3 → ℝ) {w : ℝ}
    (hw : w ^ 2 = μ 1 * μ 2 * b 0 ^ 2 + μ 0 * μ 2 * b 1 ^ 2 + μ 0 * μ 1 * b 2 ^ 2) :
    (∀ v : Fin 3 → ℝ, bandGenerator μ b *ᵥ v = fun i => μ i * (crossProduct v b) i) ∧
    bandGenerator μ b * bandGenerator μ b * bandGenerator μ b =
      (-(w ^ 2)) • bandGenerator μ b := by
  constructor
  · intro v
    ext i
    fin_cases i <;>
      simp [bandGenerator, Matrix.mulVec, dotProduct, Fin.sum_univ_three, cross_apply] <;>
      ring
  · rw [hw]
    ext i j
    fin_cases i <;> fin_cases j <;>
      simp [bandGenerator, Matrix.mul_apply, Fin.sum_univ_three] <;> ring

end

end CyclotronPhaseLag
```

The step theorems apply when the right-hand side is positive, as for positive masses and $b\neq0$. At a saddle point it can be negative: $\mu=(1,-1,1)$ and $b=(0,0,1)$ give $-1$, so no real $w$ exists. The motion is then hyperbolic, and for $h=2$ the matrix $1-hK/2$ is singular.

```lean
#print axioms CyclotronPhaseLag.trapStep_eq_gyration
#print axioms CyclotronPhaseLag.trapStep_pow
#print axioms CyclotronPhaseLag.delayedTime_bounds
#print axioms CyclotronPhaseLag.trapStep_planar
```

```
'CyclotronPhaseLag.trapStep_eq_gyration' depends on axioms: [propext, Classical.choice, Quot.sound]
'CyclotronPhaseLag.trapStep_pow' depends on axioms: [propext, Classical.choice, Quot.sound]
'CyclotronPhaseLag.delayedTime_bounds' depends on axioms: [propext, Classical.choice, Quot.sound]
'CyclotronPhaseLag.trapStep_planar' depends on axioms: [propext, Classical.choice, Quot.sound]
```
